# Point charges that reproduce the total charge and dipole moment of the density x on [-1, 1] include both signs

The theorem `weights_of_both_signs` concerns a quadrature rule with finitely many real nodes and weights, meant to reproduce the integral of x p(x) over [-1, 1]. If the rule is exact for every real polynomial p of degree at most one, then at least one weight is strictly negative and at least one is strictly positive. In physical terms, the factor x can be read as a dimensionless charge density on a line and the weights as point charges with the same total charge, 0, and the same dipole moment, 2/3; the nodes need not be distinct or lie in the interval. The attempt obtains these two values by testing the rule on the polynomials 1 and X, and uses the second to show that the weights cannot all vanish. If there were no negative weight, or no positive one, the zero sum would force them all to vanish, a contradiction.

As first written in Lean, the proof fails:

```lean
import Mathlib

open Polynomial

namespace SignChangingGauss

noncomputable section

/-- The integral of `x p(x)` over `[-1,1]`: integration against the sign-changing weight `x`. -/
def weightedIntegral (p : ℝ[X]) : ℝ := ∫ x in (-1 : ℝ)..1, x * p.eval x

/-- The quadrature rule with the given real nodes and weights reproduces the weighted integral
of every real polynomial of degree at most `d`. -/
def ExactUpTo {n : ℕ} (node weight : Fin n → ℝ) (d : ℕ) : Prop :=
  ∀ p : ℝ[X], p.natDegree ≤ d → ∑ i, weight i * p.eval (node i) = weightedIntegral p

/-- The weighted integral of a polynomial is the sum of its coefficients times the moments
of the weight `x`. -/
theorem weightedIntegral_eq_moments (p : ℝ[X]) (d : ℕ) (h : p.natDegree < d) :
    weightedIntegral p =
      ∑ i ∈ Finset.range d, p.coeff i * ((1 - (-1 : ℝ) ^ (i + 2)) / ((i : ℝ) + 2)) := by
  have h1 : ∀ x : ℝ, x * p.eval x = ∑ i ∈ Finset.range d, p.coeff i * x ^ (i + 1) := by
    intro x
    rw [eval_eq_sum_range' h, Finset.mul_sum]
    exact Finset.sum_congr rfl fun i _ => by ring
  unfold weightedIntegral
  simp only [h1]
  rw [intervalIntegral.integral_finsetSum (fun i _ =>
    (by fun_prop : Continuous fun x : ℝ => p.coeff i * x ^ (i + 1)).intervalIntegrable _ _)]
  refine Finset.sum_congr rfl fun i _ => ?_
  rw [intervalIntegral.integral_const_mul, integral_pow]
  push_cast
  ring

/-- Every rule for the weight `x` that is exact on linear polynomials has a strictly negative
weight and a strictly positive one. -/
theorem weights_of_both_signs {n : ℕ} {node weight : Fin n → ℝ}
    (h : ExactUpTo node weight 1) : (∃ i, weight i < 0) ∧ ∃ j, 0 < weight j := by
  have h0 : ∑ i, weight i = 0 := by
    have h1 := h 1 (by simp)
    rw [weightedIntegral_eq_moments 1 1 (by simp)] at h1
    norm_num at h1
    exact h1
  have hX : ∑ i, weight i * node i = 2 / 3 := by
    have h1 := h X (by simp)
    rw [weightedIntegral_eq_moments X 2 (by simp)] at h1
    norm_num [Finset.sum_range_succ, coeff_X] at h1
    exact h1
  -- the weights cannot all vanish, because the first moment does not
  have hne : ¬ ∀ i, weight i = 0 := fun hw => by
    simp [hw] at hX
  constructor
  · by_contra hc
    push Not at hc
    exact hne fun i =>
      (Finset.sum_eq_zero_iff_of_nonneg fun j _ => hc j).mp h0 i (Finset.mem_univ i)
  · by_contra hc
    push Not at hc
    exact hne fun i =>
      (Finset.sum_eq_zero_iff_of_nonpos fun j _ => hc j).mp h0 i (Finset.mem_univ i)

end

end SignChangingGauss
```

Compiling this gives:

```
Main.lean:50:46: error: unsolved goals
n : ℕ
node weight : Fin n → ℝ
h : ExactUpTo node weight 1
h0 : ∑ i, weight i = 0
hw : ∀ (i : Fin n), weight i = 0
hX : 0 = 2 / 3
⊢ False
```

The error lies in the proof of `hne`, which assumes that every weight is zero and seeks a contradiction from the first moment, `hX`. The call `simp [hw] at hX` does put zero for each weight and collapses the sum, but it stops at `0 = 2 / 3`. That equation between real numbers is false, yet `simp` did not reduce it to `False`, so the hypothesis stayed in the context and the goal `False` stayed open. This is what "unsolved goals" reports.

The added line `norm_num at hX` is the cure: it evaluates the numerical equation, finds it false and thereby closes the goal. The other change, from `simp [hw]` to `simp only` with `hw`, `zero_mul` and `Finset.sum_const_zero`, is mere tidying. It names the rules that make each term zero and then the sum zero, a simplification the original call had already achieved.

The repair, with which the file compiles:

```diff
@@ -49,5 +49,6 @@
   -- the weights cannot all vanish, because the first moment does not
   have hne : ¬ ∀ i, weight i = 0 := fun hw => by
-    simp [hw] at hX
+    simp only [hw, zero_mul, Finset.sum_const_zero] at hX
+    norm_num at hX
   constructor
   · by_contra hc
```
